# Trace identities for the reflectionless Pöschl–Teller wells $-N(N+1)\,\mathrm{sech}^2x$

## Checking a bound-state list against the potential

Suppose a grid code has diagonalised $H=-d^2/dx^2+V$ for the well $V(x)=-N(N+1)/\cosh^2x$ with $N$ a positive integer, in units with $\hbar^2/2m=1$. Each negative eigenvalue $E_j$ gives a decay constant $\kappa_j=\sqrt{-E_j}$. To test the list, sum the potential over the grid, multiply by the spacing, and compare the result with $-4\sum_j\kappa_j$.

For $N=3$ the exact levels are $-9,-4,-1$, so both numbers should be close to $-24$. If the solver has lost the shallowest state, the second is about $-20$. Two further integrals weight the list differently:

| Integrand | Sum over levels | Value for $N=3$ |
|---|---|---|
| $V$ | $-4\sum\kappa_j$ | $-24$ |
| $V^2$ | $\tfrac{16}{3}\sum\kappa_j^3$ | $192$ |
| $(V')^2+2V^3$ | $-\tfrac{64}{5}\sum\kappa_j^5$ | $-3532.8$ |

For $N=3$, losing the shallowest state changes the first sum by one part in 6 but the last by only one part in 276; the deepest state alone supplies 243 of those 276 parts. A code that uses $H=-\tfrac12 d^2/dx^2+U$ must set $V=2U$ and $\kappa_j=\sqrt{-2E_j}$ first.

The test serves one-particle solvers in one dimension, and it relies on $N$ being an integer, since only then does the well reflect no wave. That the decay constants are $1,\dots,N$ is the textbook solution of this well; the theorems below concern the integrals and the sums over integers.

## The identities in words and in Lean

For every natural number $N$, `trace_identities` states that

$$\int V=-4\sum_{k=1}^N k,\qquad \int V^2=\frac{16}{3}\sum_{k=1}^N k^3,\qquad \int\big((V')^2+2V^3\big)=-\frac{64}{5}\sum_{k=1}^N k^5,$$

with all integrals over the real line. At $N=0$ the potential vanishes, the sums are empty, and both sides are zero.

The function `potential l x` is $-l(l+1)/\cosh^2x$ for a real strength parameter $l$; the identities use it with $N$ read as a real number. The length scale of the well is fixed at 1. The slope $V'$ is `deriv (potential N) x`, and `Finset.Icc 1 N` is the range $k=1,\dots,N$.

The theorem `density_integrals` gives the three integrals for every real $l$, including $-1<l<0$, where the potential is a barrier. It also proves that the integrands are integrable, which matters because Lean assigns the value zero to the integral of a non-integrable function.

Trace identities are also known for general potentials, where reflected waves contribute. Here they are established for this one family, by direct integration.

## Integrating with $t=\tanh x$

Write $a=l(l+1)$, $t=\tanh x$ and $s=1/\cosh^2x$. Then $s=1-t^2$ and $dt/dx=s$, so

$$V=-a(1-t^2),\qquad V'=2a\,t\,s.$$

As $x$ runs from $-\infty$ to $\infty$, $t$ runs from $-1$ to $1$. Hence

$$\int_{-\infty}^{\infty}(A+Bt^2+Ct^4)\,s\,dx=\int_{-1}^{1}(A+Bt^2+Ct^4)\,dt=2A+\frac{2B}{3}+\frac{2C}{5}.$$

For $V=-a\,s$ we have $A=-a$ and $B=C=0$, so the integral is $-2a$.

For $V^2=a^2(1-t^2)\,s$ we have $A=a^2$, $B=-a^2$ and $C=0$, so the integral is $\tfrac43a^2$.

For the third density, taking out one factor $s$ leaves

$$4a^2t^2(1-t^2)-2a^3(1-t^2)^2=-2a^3+(4a^2+4a^3)t^2-(4a^2+2a^3)t^4.$$

The integral is therefore

$$-4a^3+\frac{8a^2+8a^3}{3}-\frac{8a^2+4a^3}{5}=\frac{16}{15}a^2(1-2a).$$

## Matching the sums of odd powers

Now let $l=N$, so that $a=N(N+1)$. The sums are

$$\sum_{k=1}^N k=\frac a2,\qquad \sum_{k=1}^N k^3=\frac{a^2}{4},\qquad \sum_{k=1}^N k^5=\frac{a^2(2a-1)}{12}.$$

All three vanish at $N=0$. For the induction step put $m=N+1$, so that $a=m^2-m$, and let $b=m^2+m$ be the value of $a$ for $N+1$. Then

$$b-a=2m,\qquad b^2-a^2=4m^3,\qquad b^3-a^3=6m^5+2m^3.$$

The right-hand sides therefore grow by $m$, by $m^3$, and by

$$\frac{2(6m^5+2m^3)-4m^3}{12}=m^5.$$

Multiplying the sums by $-4$, $16/3$ and $-64/5$ gives the three integrals.

## A single decay constant suffices only at $l=1$

For real $l>0$ the lowest state is $\cosh^{-l}x$, with decay constant $l$. Keeping that state alone would require $-2l(l+1)=-4l$. Dividing by $-2l$ gives $l+1=2$, so $l=1$. This is `single_term_identity_iff`.

For $0<l<1$ there is only one bound state, so even an exact solver gives a mismatch: the integral of $V$ exceeds $-4l$ by $2l(1-l)$. This difference comes from reflected waves.

## The Lean file

```lean
import Mathlib

open MeasureTheory Filter Topology

namespace PoschlTellerTrace

noncomputable section

/-- The Poeschl-Teller potential `V(x) = -l(l+1) sech² x` with real strength parameter `l`. -/
def potential (l x : ℝ) : ℝ := -(l * (l + 1)) / Real.cosh x ^ 2

/-- The squared hyperbolic secant equals `1 - tanh²`. -/
theorem one_div_cosh_sq (x : ℝ) : 1 / Real.cosh x ^ 2 = 1 - Real.tanh x ^ 2 := by
  have hc := (Real.cosh_pos x).ne'
  rw [Real.tanh_eq_sinh_div_cosh, div_pow, eq_sub_iff_add_eq, ← add_div,
    div_eq_one_iff_eq (pow_ne_zero 2 hc)]
  linarith [Real.cosh_sq x]

/-- The hyperbolic tangent takes values between `-1` and `1`. -/
theorem tanh_mem (x : ℝ) : Real.tanh x ∈ Set.Icc (-1 : ℝ) 1 := by
  have h : 0 ≤ 1 / Real.cosh x ^ 2 := by positivity
  rw [one_div_cosh_sq] at h
  constructor <;> nlinarith

/-- The derivative of `tanh` is `sech²`. -/
theorem hasDerivAt_tanh (x : ℝ) : HasDerivAt Real.tanh (1 / Real.cosh x ^ 2) x := by
  have h := (Real.hasDerivAt_sinh x).fun_div (Real.hasDerivAt_cosh x) (Real.cosh_pos x).ne'
  have e : Real.tanh = fun y => Real.sinh y / Real.cosh y :=
    funext Real.tanh_eq_sinh_div_cosh
  have key : Real.cosh x * Real.cosh x - Real.sinh x * Real.sinh x = 1 := by
    linear_combination Real.cosh_sq x
  rw [e]
  refine h.congr_deriv ?_
  rw [key]

/-- The hyperbolic tangent tends to `-1` at the far left and to `1` at the far right. -/
theorem tendsto_tanh :
    Tendsto Real.tanh atBot (𝓝 (-1)) ∧ Tendsto Real.tanh atTop (𝓝 1) := by
  have top : Tendsto Real.tanh atTop (𝓝 1) := by
    have h := Real.tendsto_exp_neg_atTop_nhds_zero.const_sub (1 : ℝ)
    rw [sub_zero] at h
    -- squeeze between `1 - exp (-x)` and `1`
    refine tendsto_of_tendsto_of_tendsto_of_le_of_le h tendsto_const_nhds
      (fun x => ?_) (fun x => (tanh_mem x).2)
    change 1 - Real.exp (-x) ≤ Real.tanh x
    rw [Real.tanh_eq_sinh_div_cosh, le_div_iff₀ (Real.cosh_pos x)]
    have h1 := Real.cosh_sub_sinh x
    have h2 := mul_nonneg (Real.exp_pos (-x)).le (sub_nonneg.2 (Real.one_le_cosh x))
    linarith
  refine ⟨?_, top⟩
  refine ((top.comp tendsto_neg_atBot_atTop).neg).congr fun x => ?_
  simp [Real.tanh_neg]

/-- The profile `sech²` is integrable over the real line. -/
theorem integrable_sech_sq : Integrable (fun x : ℝ => 1 / Real.cosh x ^ 2) := by
  have hc : Continuous (fun x : ℝ => 1 / Real.cosh x ^ 2) :=
    continuous_const.div (Real.continuous_cosh.pow 2)
      (fun x => pow_ne_zero 2 (Real.cosh_pos x).ne')
  -- compare with the Lorentzian `1 / (1 + x²)`
  refine integrable_inv_one_add_sq.mono' hc.aestronglyMeasurable (ae_of_all _ fun x => ?_)
  have hs : 0 ≤ 1 / Real.cosh x ^ 2 := by positivity
  rw [Real.norm_of_nonneg hs, ← one_div]
  apply one_div_le_one_div_of_le (by positivity)
  rw [Real.cosh_sq]
  rcases le_total 0 x with h | h
  · nlinarith [Real.self_le_sinh_iff.2 h]
  · nlinarith [Real.sinh_le_self_iff.2 h]

/-- Substitution `t = tanh x`: if `F' = f` with `f` continuous, then `f(tanh x) sech² x` is
integrable over the real line with integral `F(1) - F(-1)`. -/
theorem integral_comp_tanh {F f : ℝ → ℝ} (hF : ∀ t, HasDerivAt F (f t) t)
    (hf : Continuous f) :
    Integrable (fun x => f (Real.tanh x) * (1 / Real.cosh x ^ 2)) ∧
      (∫ x, f (Real.tanh x) * (1 / Real.cosh x ^ 2)) = F 1 - F (-1) := by
  obtain ⟨C, hC⟩ := isCompact_Icc.exists_bound_of_continuousOn
    (hf.continuousOn (s := Set.Icc (-1 : ℝ) 1))
  have ht : Continuous Real.tanh :=
    continuous_iff_continuousAt.2 fun x => (hasDerivAt_tanh x).continuousAt
  have hi : Integrable (fun x => f (Real.tanh x) * (1 / Real.cosh x ^ 2)) := by
    refine (integrable_sech_sq.const_mul C).mono'
      ((hf.comp ht).aestronglyMeasurable.mul integrable_sech_sq.aestronglyMeasurable)
      (ae_of_all _ fun x => ?_)
    have hs : 0 ≤ 1 / Real.cosh x ^ 2 := by positivity
    rw [norm_mul, Real.norm_of_nonneg hs]
    exact mul_le_mul_of_nonneg_right (hC _ (tanh_mem x)) hs
  exact ⟨hi, integral_of_hasDerivAt_of_tendsto
    (fun x => (hF (Real.tanh x)).comp x (hasDerivAt_tanh x)) hi
    ((hF (-1)).continuousAt.tendsto.comp tendsto_tanh.1)
    ((hF 1).continuousAt.tendsto.comp tendsto_tanh.2)⟩

/-- A density of the form `(A + B tanh² + C tanh⁴) sech²` is integrable, with integral
`2A + 2B/3 + 2C/5`. -/
theorem integral_even_quartic {g : ℝ → ℝ} (A B C : ℝ)
    (hg : ∀ x, g x = (A + B * Real.tanh x ^ 2 + C * Real.tanh x ^ 4) *
      (1 / Real.cosh x ^ 2)) :
    Integrable g ∧ (∫ x, g x) = 2 * A + 2 * B / 3 + 2 * C / 5 := by
  have hF : ∀ t : ℝ, HasDerivAt (fun t => A * t + B / 3 * t ^ 3 + C / 5 * t ^ 5)
      ((fun t => A + B * t ^ 2 + C * t ^ 4) t) t := fun t => by
    refine ((((hasDerivAt_id' t).const_mul A).fun_add
      ((hasDerivAt_pow 3 t).const_mul (B / 3))).fun_add
      ((hasDerivAt_pow 5 t).const_mul (C / 5))).congr_deriv ?_
    simp only [Nat.cast_ofNat, Nat.reduceSub]
    ring
  have h := integral_comp_tanh hF (by fun_prop)
  rw [funext hg]
  exact ⟨h.1, h.2.trans (by ring)⟩

/-- The potential written in terms of `tanh`. -/
theorem potential_eq (l x : ℝ) :
    potential l x = -(l * (l + 1)) * (1 - Real.tanh x ^ 2) := by
  rw [← one_div_cosh_sq, potential]
  ring

/-- The slope of the potential is `V'(x) = 2 l(l+1) tanh x sech² x`. -/
theorem hasDerivAt_potential (l x : ℝ) : HasDerivAt (potential l)
    (2 * (l * (l + 1)) * Real.tanh x * (1 / Real.cosh x ^ 2)) x := by
  have e : potential l = fun y => -(l * (l + 1)) * (1 - Real.tanh y * Real.tanh y) := by
    funext y
    rw [potential_eq]
    ring
  have h := hasDerivAt_tanh x
  rw [e]
  exact (((h.fun_mul h).const_sub 1).const_mul (-(l * (l + 1)))).congr_deriv (by ring)

/-- For every real `l`, the densities `V`, `V²` and `(V')² + 2V³` are integrable, and their
integrals are explicit polynomials in `l(l+1)`. -/
theorem density_integrals (l : ℝ) :
    (Integrable (potential l) ∧ (∫ x, potential l x) = -2 * (l * (l + 1))) ∧
    (Integrable (fun x => potential l x ^ 2) ∧
      (∫ x, potential l x ^ 2) = 4 / 3 * (l * (l + 1)) ^ 2) ∧
    (Integrable (fun x => deriv (potential l) x ^ 2 + 2 * potential l x ^ 3) ∧
      (∫ x, (deriv (potential l) x ^ 2 + 2 * potential l x ^ 3)) =
        16 / 15 * (l * (l + 1)) ^ 2 * (1 - 2 * (l * (l + 1)))) := by
  refine ⟨?_, ?_, ?_⟩
  · have h := integral_even_quartic (g := potential l) (-(l * (l + 1))) 0 0 (fun x => by
      rw [potential_eq, one_div_cosh_sq]; ring)
    exact ⟨h.1, h.2.trans (by ring)⟩
  · have h := integral_even_quartic (g := fun x => potential l x ^ 2)
      ((l * (l + 1)) ^ 2) (-(l * (l + 1)) ^ 2) 0 (fun x => by
        rw [potential_eq, one_div_cosh_sq]; ring)
    exact ⟨h.1, h.2.trans (by ring)⟩
  · have h := integral_even_quartic
      (g := fun x => deriv (potential l) x ^ 2 + 2 * potential l x ^ 3)
      (-2 * (l * (l + 1)) ^ 3) (4 * (l * (l + 1)) ^ 2 + 4 * (l * (l + 1)) ^ 3)
      (-4 * (l * (l + 1)) ^ 2 - 2 * (l * (l + 1)) ^ 3) (fun x => by
        rw [(hasDerivAt_potential l x).deriv, potential_eq, one_div_cosh_sq]; ring)
    exact ⟨h.1, h.2.trans (by ring)⟩

/-- Closed forms of the sums of first, third and fifth powers of `1, ..., N`. -/
theorem odd_power_sums (N : ℕ) :
    (∑ k ∈ Finset.Icc 1 N, (k : ℝ)) = N * (N + 1) / 2 ∧
    (∑ k ∈ Finset.Icc 1 N, (k : ℝ) ^ 3) = (N * (N + 1)) ^ 2 / 4 ∧
    (∑ k ∈ Finset.Icc 1 N, (k : ℝ) ^ 5) =
      (N * (N + 1)) ^ 2 * (2 * (N * (N + 1)) - 1) / 12 := by
  induction N with
  | zero => simp
  | succ n ih =>
    obtain ⟨h1, h3, h5⟩ := ih
    simp only [Finset.sum_Icc_succ_top (Nat.le_add_left 1 n), h1, h3, h5]
    push_cast
    exact ⟨by ring, by ring, by ring⟩

/-- For `V = -N(N+1) sech²`, the integrals of `V`, `V²` and `(V')² + 2V³` are `-4`, `16/3` and
`-64/5` times the sums of `k`, `k³` and `k⁵` over `k = 1, ..., N`. -/
theorem trace_identities (N : ℕ) :
    (∫ x, potential N x) = -4 * ∑ k ∈ Finset.Icc 1 N, (k : ℝ) ∧
    (∫ x, potential N x ^ 2) = 16 / 3 * ∑ k ∈ Finset.Icc 1 N, (k : ℝ) ^ 3 ∧
    (∫ x, (deriv (potential N) x ^ 2 + 2 * potential N x ^ 3)) =
      -(64 / 5) * ∑ k ∈ Finset.Icc 1 N, (k : ℝ) ^ 5 := by
  obtain ⟨h1, h2, h3⟩ := density_integrals (N : ℝ)
  obtain ⟨s1, s3, s5⟩ := odd_power_sums N
  rw [h1.2, h2.2, h3.2, s1, s3, s5]
  exact ⟨by ring, by ring, by ring⟩

/-- For real `l > 0`, the integral of `V = -l(l+1) sech²` equals `-4l` exactly when `l = 1`. -/
theorem single_term_identity_iff {l : ℝ} (hl : 0 < l) :
    (∫ x, potential l x) = -4 * l ↔ l = 1 := by
  rw [(density_integrals l).1.2]
  constructor
  · intro h
    apply mul_left_cancel₀ hl.ne'
    linarith
  · rintro rfl
    norm_num

end

end PoschlTellerTrace
```

```lean
#print axioms PoschlTellerTrace.trace_identities
#print axioms PoschlTellerTrace.single_term_identity_iff
```

```
'PoschlTellerTrace.trace_identities' depends on axioms: [propext, Classical.choice, Quot.sound]
'PoschlTellerTrace.single_term_identity_iff' depends on axioms: [propext, Classical.choice, Quot.sound]
```

## How the proof follows the substitution

The lemmas `one_div_cosh_sq`, `hasDerivAt_tanh` and `tendsto_tanh` supply $s=1-t^2$, $dt/dx=s$ and the limits $t\to\pm1$. The limit at the right comes from squeezing $\tanh x$ between $1-e^{-x}$ and $1$; the one at the left follows by oddness.

In `integrable_sech_sq`, the inequality $|\sinh x|\ge|x|$ gives $\cosh^2x\ge1+x^2$, so $s$ lies below an integrable Lorentzian.

The change of variable is `integral_comp_tanh`. A continuous $f$ is bounded on $[-1,1]$, so $f(\tanh x)\,s$ is integrable. If $F'=f$, the chain rule makes $F(\tanh x)$ an antiderivative, and the fundamental theorem on the whole line gives $F(1)-F(-1)$. The lemma `integral_even_quartic` applies this to $F(t)=At+Bt^3/3+Ct^5/5$.

In `density_integrals`, the coefficients $A,B,C$ found above are entered explicitly, and `ring` confirms each expansion. The slope comes from `hasDerivAt_potential`. The induction is `odd_power_sums`, and `trace_identities` substitutes both sets of closed forms and compares polynomials in $N$.
